# The ground energy of a grid Hamiltonian diverges as a bare point nucleus approaches a grid point

An electron is described by its amplitudes on a fixed real-space grid, and the potential of a point nucleus is sampled at the grid points. During a geometry optimisation the nucleus moves and may come very close to one of them. What happens to the lowest energy?

The grid points are \(p_i\in\mathbb R^3\), with \(i\) in a finite index set `ι`; they need not be distinct. The nucleus sits at \(R\).

```lean
import Mathlib

open Matrix Filter Topology

namespace GridNucleus

noncomputable section

variable {ι : Type*} [Fintype ι] [DecidableEq ι]

/-- Physical space, in which the grid points and the nucleus lie. -/
abbrev Space := EuclideanSpace ℝ (Fin 3)
```

For a real matrix \(A\), let \(\sigma(A)\) be the set of real \(E\) with \(Av=Ev\) for some real \(v\neq0\), and let \(E_0(A)=\inf\sigma(A)\).

```lean
/-- The real eigenvalues of a grid Hamiltonian, each with a nonzero real eigenvector. -/
def eigenvalueSet (A : Matrix ι ι ℝ) : Set ℝ :=
  {E | ∃ v : ι → ℝ, v ≠ 0 ∧ A *ᵥ v = E • v}

/-- The ground energy: the infimum of the eigenvalues. -/
def groundEnergy (A : Matrix ι ι ℝ) : ℝ := sInf (eigenvalueSet A)
```

In atomic units the Hamiltonian is \(H(R)=T+\mathrm{diag}(-Z/\|p_i-R\|)\), with nuclear charge \(Z>0\). The matrix \(T\) stands for the kinetic energy in an orthonormal grid representation, but only its symmetry is used. Write \(E(R)=E_0(H(R))\). At \(R=p_i\) Lean's division by zero would make that potential entry 0, so the limits below exclude the grid point.

```lean
/-- Kinetic matrix plus the Coulomb potential of a nucleus of charge `Z` at `R`, sampled at the
grid points `p i`; meant for `R` off the grid. -/
def nuclearHamiltonian (T : Matrix ι ι ℝ) (Z : ℝ) (p : ι → Space) (R : Space) : Matrix ι ι ℝ :=
  T + diagonal (fun i => -Z / ‖p i - R‖)
```

A second Hamiltonian has a softening length \(a\), which caps the attraction as if the nuclear charge were spread over that length.

```lean
/-- The same Hamiltonian with the softened potential `-Z / √(r² + a²)`; meant for `a ≠ 0`. -/
def softenedHamiltonian (T : Matrix ι ι ℝ) (Z a : ℝ) (p : ι → Space) (R : Space) :
    Matrix ι ι ℝ :=
  T + diagonal (fun i => -Z / √(‖p i - R‖ ^ 2 + a ^ 2))
```

The kinetic matrix enters the estimates through \(K=\sum_{i,j}|T_{ij}|\).

```lean
/-- The sum of the absolute values of all kinetic matrix elements. -/
def kineticScale (T : Matrix ι ι ℝ) : ℝ := ∑ i, ∑ j, |T i j|
```

### (a) One row of the kinetic matrix

Show for every \(i\) that
\[\sum_j|T_{ij}|\le K.\]

**Solution.** \(K\) is the sum of all the row sums. None is negative, so a single one is at most \(K\).

```lean
omit [DecidableEq ι] in
/-- The absolute values in one row of the kinetic matrix sum to at most the kinetic scale. -/
theorem row_le_kineticScale (T : Matrix ι ι ℝ) (i : ι) : ∑ j, |T i j| ≤ kineticScale T :=
  Finset.single_le_sum (f := fun i => ∑ j, |T i j|)
    (fun _ _ => Finset.sum_nonneg fun _ _ => abs_nonneg _) (Finset.mem_univ i)
```

### (b) Eigenvalues from the spectral theorem

Let \(A\) be real symmetric, with orthonormal eigenvectors \(u_i\) and eigenvalues \(\lambda_i\). Show that
\[\lambda_i\in\sigma(A).\]

**Solution.** \(Au_i=\lambda_iu_i\), and \(u_i\neq0\) because it has norm 1.

```lean
/-- The eigenvalues supplied by the spectral theorem belong to the eigenvalue set. -/
theorem eigenvalues_mem {A : Matrix ι ι ℝ} (hA : A.IsHermitian) (i : ι) :
    hA.eigenvalues i ∈ eigenvalueSet A := by
  refine ⟨(hA.eigenvectorBasis i).ofLp, fun h => ?_, hA.mulVec_eigenvectorBasis i⟩
  apply hA.eigenvectorBasis.orthonormal.ne_zero i
  ext k
  exact congrFun h k
```

### (c) The infimum is attained

For symmetric \(A\) on a nonempty grid, show that
\[E_0(A)=\min\sigma(A).\]

**Solution.** By (b), \(\sigma(A)\) is nonempty. If \(Av=Ev\) with \(v\ne0\), then \(\det(E\,\mathbb 1-A)=0\), so \(E\) is a root of the characteristic polynomial, which has finitely many. A nonempty finite set contains its infimum.

```lean
/-- On a nonempty grid, the ground energy of a real symmetric Hamiltonian is its lowest
eigenvalue. -/
theorem groundEnergy_isLeast [Nonempty ι] {A : Matrix ι ι ℝ} (hA : A.IsSymm) :
    IsLeast (eigenvalueSet A) (groundEnergy A) := by
  have hH : A.IsHermitian := (conjTranspose_eq_transpose_of_trivial A).trans hA
  have hne : (eigenvalueSet A).Nonempty := ⟨_, eigenvalues_mem hH (Classical.arbitrary ι)⟩
  -- eigenvalues are roots of the characteristic polynomial, hence finite in number
  have hfin : (eigenvalueSet A).Finite := by
    refine (A.charpoly.roots.toFinset.finite_toSet).subset ?_
    rintro E ⟨v, hv, hE⟩
    have hdet : (Matrix.scalar ι E - A).det = 0 := by
      refine Matrix.exists_mulVec_eq_zero_iff.mp ⟨v, hv, ?_⟩
      rw [Matrix.sub_mulVec, hE]
      ext k
      simp [Matrix.scalar_apply]
    simp only [Finset.mem_coe, Multiset.mem_toFinset]
    rw [Polynomial.mem_roots A.charpoly_monic.ne_zero, Polynomial.IsRoot.def,
      Matrix.eval_charpoly]
    exact hdet
  exact ⟨hne.csInf_mem hfin, fun E hE => csInf_le hfin.bddBelow hE⟩
```

### (d) Rayleigh–Ritz

For symmetric \(A\) on a nonempty grid and any real \(x\), show that
\[E_0(A)\,x\cdot x\le x\cdot Ax.\]

**Solution.** Let \(B=A-E_0(A)\mathbb 1\). If \(Bv=\mu v\) with \(v\neq0\), then \(\mu+E_0(A)\in\sigma(A)\), so \(\mu\ge0\). Expanding \(x=\sum_i c_iu_i\) in orthonormal eigenvectors of \(B\) gives \(x\cdot Bx=\sum_i\mu_ic_i^2\ge0\), which is the claim. In the code, `hpsd` records that \(B\) is positive semidefinite.

```lean
/-- Rayleigh-Ritz principle: on a nonempty grid, the energy expectation of any real trial vector
is at least the ground energy of the symmetric Hamiltonian times the squared norm. -/
theorem rayleigh_ritz [Nonempty ι] {A : Matrix ι ι ℝ} (hA : A.IsSymm) (x : ι → ℝ) :
    groundEnergy A * (x ⬝ᵥ x) ≤ x ⬝ᵥ A *ᵥ x := by
  have hB : (A - groundEnergy A • (1 : Matrix ι ι ℝ)).IsHermitian := by
    rw [Matrix.IsHermitian, conjTranspose_eq_transpose_of_trivial, transpose_sub,
      transpose_smul, transpose_one, hA.eq]
  -- the Hamiltonian shifted by its ground energy has no negative eigenvalue
  have hpsd := hB.posSemidef_iff_eigenvalues_nonneg.mpr (fun i => by
    obtain ⟨v, hv, h⟩ := eigenvalues_mem hB i
    rw [Matrix.sub_mulVec, Matrix.smul_mulVec, Matrix.one_mulVec] at h
    have hmem : hB.eigenvalues i + groundEnergy A ∈ eigenvalueSet A :=
      ⟨v, hv, by rw [add_smul]; exact sub_eq_iff_eq_add.mp h⟩
    have hle := (groundEnergy_isLeast hA).2 hmem
    show (0 : ℝ) ≤ hB.eigenvalues i
    linarith)
  have h := hpsd.dotProduct_mulVec_nonneg x
  rw [star_trivial, Matrix.sub_mulVec, Matrix.smul_mulVec, Matrix.one_mulVec, dotProduct_sub,
    dotProduct_smul, smul_eq_mul] at h
  linarith
```

### (e) A lower bound from the largest amplitude

Let \(T\) be symmetric, the grid nonempty and \(V_k\ge c\) for all \(k\). Show that
\[c-K\le E_0(T+\mathrm{diag}\,V).\]

**Solution.** By (c) there is an eigenvector \(v\) for \(E=E_0(T+\mathrm{diag}\,V)\). Choose \(k\) with \(|v_k|\) largest, hence positive. Row \(k\) reads \((V_k-E)v_k=-\sum_jT_{kj}v_j\), so by (a)
\[|V_k-E|\,|v_k|\le\sum_j|T_{kj}|\,|v_j|\le K|v_k|.\]
Dividing by \(|v_k|\) gives \(E\ge V_k-K\ge c-K\). The sum is estimated in `hrow`.

```lean
/-- The ground energy of a symmetric kinetic matrix plus a potential bounded below by `c` is at
least `c` minus the kinetic scale, on any nonempty grid. -/
theorem groundEnergy_lower_bound [Nonempty ι] {T : Matrix ι ι ℝ} (hT : T.IsSymm)
    (V : ι → ℝ) (c : ℝ) (hV : ∀ k, c ≤ V k) :
    c - kineticScale T ≤ groundEnergy (T + diagonal V) := by
  obtain ⟨v, hv, h⟩ := (groundEnergy_isLeast (hT.add (isSymm_diagonal V))).1
  -- look at the eigenvalue equation on the site of largest amplitude
  obtain ⟨k, hk⟩ := Finite.exists_max (fun i => |v i|)
  have hpos : 0 < |v k| := by
    refine abs_pos.mpr fun h0 => hv (funext fun j => ?_)
    have hj : |v j| ≤ |v k| := hk j
    rw [h0, abs_zero] at hj
    exact abs_nonpos_iff.mp hj
  have hrow : |(T *ᵥ v) k| ≤ kineticScale T * |v k| := by
    calc |(T *ᵥ v) k| = |∑ j, T k j * v j| := rfl
      _ ≤ ∑ j, |T k j * v j| := Finset.abs_sum_le_sum_abs _ _
      _ ≤ ∑ j, |T k j| * |v k| := Finset.sum_le_sum fun j _ => by
          rw [abs_mul]
          exact mul_le_mul_of_nonneg_left (hk j) (abs_nonneg _)
      _ = (∑ j, |T k j|) * |v k| := by rw [Finset.sum_mul]
      _ ≤ kineticScale T * |v k| :=
          mul_le_mul_of_nonneg_right (row_le_kineticScale T k) hpos.le
  have he := congrFun h k
  rw [Matrix.add_mulVec] at he
  simp only [Pi.add_apply, Matrix.mulVec_diagonal, Pi.smul_apply, smul_eq_mul] at he
  have hab : |V k - groundEnergy (T + diagonal V)| * |v k| ≤ kineticScale T * |v k| := by
    rw [← abs_mul, show (V k - groundEnergy (T + diagonal V)) * v k = -((T *ᵥ v) k) by
      linear_combination he, abs_neg]
    exact hrow
  have h1 := le_of_mul_le_mul_right hab hpos
  have h2 := le_abs_self (V k - groundEnergy (T + diagonal V))
  linarith [hV k]
```

### (f) The energy near a grid point

Let \(p_{i_0}\) be a grid point nearest to \(R\), with \(d=\|p_{i_0}-R\|>0\). Show that
\[\left|E(R)+\frac Zd\right|\le K.\]

**Solution.** Every potential entry is at least \(-Z/d\), so (e) gives \(E(R)\ge-Z/d-K\) (`hlow`). Placing the electron on site \(i_0\) in (d) gives \(E(R)\le T_{i_0i_0}-Z/d\le K-Z/d\) (`hup`, `hdiag`).

```lean
/-- If `p i₀` is a grid point nearest to the nucleus and the nucleus does not sit on it, the ground
energy equals `-Z / ‖p i₀ - R‖` up to an error of at most the kinetic scale, for symmetric `T`
and `Z > 0`. -/
theorem groundEnergy_near_nucleus {T : Matrix ι ι ℝ} (hT : T.IsSymm) {Z : ℝ} (hZ : 0 < Z)
    (p : ι → Space) (i₀ : ι) {R : Space} (hR : R ≠ p i₀)
    (hnear : ∀ k, ‖p i₀ - R‖ ≤ ‖p k - R‖) :
    |groundEnergy (nuclearHamiltonian T Z p R) + Z / ‖p i₀ - R‖| ≤ kineticScale T := by
  have : Nonempty ι := ⟨i₀⟩
  have hd : 0 < ‖p i₀ - R‖ := norm_pos_iff.mpr (sub_ne_zero.mpr hR.symm)
  have hlow : -Z / ‖p i₀ - R‖ - kineticScale T ≤ groundEnergy (nuclearHamiltonian T Z p R) := by
    refine groundEnergy_lower_bound hT _ _ fun k => ?_
    rw [neg_div, neg_div]
    exact neg_le_neg (div_le_div_of_nonneg_left hZ.le hd (hnear k))
  -- trial state: the electron sits on the grid point nearest to the nucleus
  have hup : groundEnergy (nuclearHamiltonian T Z p R) ≤ T i₀ i₀ + -Z / ‖p i₀ - R‖ := by
    have hs : (nuclearHamiltonian T Z p R).IsSymm := hT.add (isSymm_diagonal _)
    have h := rayleigh_ritz hs (Pi.single i₀ 1)
    have he : nuclearHamiltonian T Z p R i₀ i₀ = T i₀ i₀ + -Z / ‖p i₀ - R‖ := by
      simp [nuclearHamiltonian]
    rw [← he]
    simpa using h
  have hdiag : T i₀ i₀ ≤ kineticScale T :=
    (le_abs_self _).trans ((Finset.single_le_sum (f := fun j => |T i₀ j|)
      (fun _ _ => abs_nonneg _) (Finset.mem_univ i₀)).trans (row_le_kineticScale T i₀))
  rw [neg_div] at hlow hup
  exact abs_le.mpr ⟨by linarith, by linarith⟩
```

### (g) The rate of divergence

For any grid point \(p_{i_0}\), show that
\[E(R)\,\|R-p_{i_0}\|\to-Z\qquad(R\to p_{i_0},\ R\ne p_{i_0}).\]

**Solution.** By continuity, each of the finitely many points \(p_k\neq p_{i_0}\) is farther from \(R\) than \(p_{i_0}\) once \(R\) is close enough; coinciding points are equally far. So (f) applies, and multiplying by \(d\) gives \(|E(R)d+Z|\le Kd\to0\). In Lean, `𝓝[≠] (p i₀)` expresses approach from any direction without arrival.

```lean
/-- For symmetric `T` and `Z > 0`, the ground energy times the distance from the nucleus to the
grid point `p i₀` tends to `-Z` as the nucleus approaches that point without reaching it. -/
theorem groundEnergy_mul_distance_tendsto {T : Matrix ι ι ℝ} (hT : T.IsSymm) {Z : ℝ}
    (hZ : 0 < Z) (p : ι → Space) (i₀ : ι) :
    Tendsto (fun R => groundEnergy (nuclearHamiltonian T Z p R) * ‖R - p i₀‖)
      (𝓝[≠] (p i₀)) (𝓝 (-Z)) := by
  -- close to `p i₀`, no other grid point is nearer to the nucleus
  have hnear : ∀ᶠ R in 𝓝[≠] (p i₀), ∀ k, ‖p i₀ - R‖ ≤ ‖p k - R‖ := by
    refine eventually_all.2 fun k => ?_
    by_cases h : p k = p i₀
    · exact Eventually.of_forall fun R => by rw [h]
    · have hlt : ‖p i₀ - p i₀‖ < ‖p k - p i₀‖ := by
        rw [sub_self, norm_zero]
        exact norm_pos_iff.mpr (sub_ne_zero.mpr h)
      have h1 : Continuous fun R : Space => ‖p i₀ - R‖ := by fun_prop
      have h2 : Continuous fun R : Space => ‖p k - R‖ := by fun_prop
      have h3 := (h1.tendsto (p i₀)).eventually_lt (h2.tendsto (p i₀)) hlt
      exact (h3.filter_mono nhdsWithin_le_nhds).mono fun _ h => h.le
  have hc : Continuous fun R : Space => kineticScale T * ‖R - p i₀‖ := by fun_prop
  refine tendsto_iff_norm_sub_tendsto_zero.mpr (squeeze_zero'
    (Eventually.of_forall fun _ => norm_nonneg _) ?_
    ((hc.tendsto' (p i₀) 0 (by simp)).mono_left nhdsWithin_le_nhds))
  filter_upwards [hnear, self_mem_nhdsWithin] with R hn hR
  have hR' : R ≠ p i₀ := hR
  have hd : 0 < ‖R - p i₀‖ := norm_pos_iff.mpr (sub_ne_zero.mpr hR')
  have hb := groundEnergy_near_nucleus hT hZ p i₀ hR' hn
  rw [norm_sub_rev (p i₀) R] at hb
  have he : groundEnergy (nuclearHamiltonian T Z p R) * ‖R - p i₀‖ - -Z
      = (groundEnergy (nuclearHamiltonian T Z p R) + Z / ‖R - p i₀‖) * ‖R - p i₀‖ := by
    rw [add_mul, div_mul_cancel₀ _ hd.ne']
    ring
  rw [he, Real.norm_eq_abs, abs_mul, abs_of_pos hd]
  exact mul_le_mul_of_nonneg_right hb hd.le
```

### (h) No lower bound on the energy

Show that, in the same limit,
\[E(R)\to-\infty.\]

**Solution.** Write \(E(R)=(E(R)d)\cdot d^{-1}\). The first factor tends to \(-Z<0\), the second to \(+\infty\).

```lean
/-- For symmetric `T` and `Z > 0`, the ground energy tends to minus infinity as the nucleus
approaches a grid point without reaching it. -/
theorem groundEnergy_tendsto_atBot {T : Matrix ι ι ℝ} (hT : T.IsSymm) {Z : ℝ}
    (hZ : 0 < Z) (p : ι → Space) (i₀ : ι) :
    Tendsto (fun R => groundEnergy (nuclearHamiltonian T Z p R)) (𝓝[≠] (p i₀)) atBot := by
  have hpos : ∀ᶠ R in 𝓝[≠] (p i₀), 0 < ‖R - p i₀‖ := by
    filter_upwards [self_mem_nhdsWithin] with R hR
    exact norm_pos_iff.mpr (sub_ne_zero.mpr hR)
  have hc : Continuous fun R : Space => ‖R - p i₀‖ := by fun_prop
  have hd : Tendsto (fun R => ‖R - p i₀‖) (𝓝[≠] (p i₀)) (𝓝[>] 0) :=
    tendsto_nhdsWithin_iff.mpr
      ⟨(hc.tendsto' (p i₀) 0 (by simp)).mono_left nhdsWithin_le_nhds, hpos⟩
  -- divide the finite limit `-Z` by the vanishing distance
  refine ((groundEnergy_mul_distance_tendsto hT hZ p i₀).neg_mul_atTop (neg_lt_zero.mpr hZ)
    (tendsto_inv_nhdsGT_zero.comp hd)).congr' ?_
  filter_upwards [hpos] with R hR
  exact mul_inv_cancel_right₀ hR.ne' _
```

### (i) The softened nucleus

For \(a>0\) and a nonempty grid, show that the ground energy with potential \(-Z/\sqrt{r^2+a^2}\) satisfies, for every \(R\),
\[E_0\ge-\frac Za-K.\]

**Solution.** Since \(\sqrt{r^2+a^2}\ge a\), the potential is at least \(-Z/a\). Apply (e).

```lean
/-- With softening length `a > 0`, symmetric `T` and `Z > 0`, the ground energy on a nonempty grid
is at least `-Z / a` minus the kinetic scale, wherever the nucleus is. -/
theorem softened_groundEnergy_bounded [Nonempty ι] {T : Matrix ι ι ℝ} (hT : T.IsSymm)
    {Z a : ℝ} (hZ : 0 < Z) (ha : 0 < a) (p : ι → Space) (R : Space) :
    -Z / a - kineticScale T ≤ groundEnergy (softenedHamiltonian T Z a p R) := by
  refine groundEnergy_lower_bound hT _ _ fun k => ?_
  have hle : a ≤ √(‖p k - R‖ ^ 2 + a ^ 2) :=
    (Real.le_sqrt' ha).mpr (by linarith [sq_nonneg ‖p k - R‖])
  rw [neg_div, neg_div]
  exact neg_le_neg (div_le_div_of_nonneg_left hZ.le ha hle)

end

end GridNucleus
```

```lean
#print axioms GridNucleus.groundEnergy_near_nucleus
#print axioms GridNucleus.groundEnergy_tendsto_atBot
#print axioms GridNucleus.softened_groundEnergy_bounded
```

```
'GridNucleus.groundEnergy_near_nucleus' depends on axioms: [propext, Classical.choice, Quot.sound]
'GridNucleus.groundEnergy_tendsto_atBot' depends on axioms: [propext, Classical.choice, Quot.sound]
'GridNucleus.softened_groundEnergy_bounded' depends on axioms: [propext, Classical.choice, Quot.sound]
```

### Hydrogen on a finite-difference grid

With the second-order Laplacian at spacing \(h=0.2\) bohr, each diagonal kinetic element is \(3/h^2=75\) hartree. A proton 0.001 bohr from a grid point adds \(-1000\) there, so the ground energy is at most \(-925\) hartree, against \(-0.5\) for the atom. For one electron on a fixed finite grid, this is a discretisation error set by where the nucleus sits relative to the grid; the limit of vanishing spacing is a separate question.

The ground energy could also be defined as the minimum of \(x\cdot Ax/x\cdot x\) over \(x\neq0\). Then (d) would be immediate, and the work would move to showing that this minimum is an eigenvalue, which (e) uses.
